# At infinite coupling, a point scatterer attached to one mode blocks exactly one of N channels

A vacancy in a narrow crystalline ribbon scatters electrons arriving in $N$ propagating channels, and the question is how much conductance it removes. The defect is modelled here as a point scatterer that couples to a single combination of the channels, given by a unit vector $u\in\mathbb C^N$, with one real dimensionless strength $g$. The vacancy is the limit $g\to+\infty$.

The transmission matrix is
$$t=1-\frac{ig}{1+ig}\,uu^*,$$
where the star denotes the adjoint. The results are $\operatorname{Tr}(t^*t)=N-1+1/(1+g^2)$ for every real $g$, and the limit $N-1$.

A real $g$ means that the scatterer conserves flux. Particle-hole symmetry enters when the vacancy, seen as the limit of an infinite on-site potential, is identified with $g\to+\infty$. On a lattice with equal on-site energies and hopping only between two sublattices, the local Green's function of the ribbon without the defect is purely imaginary at the symmetric energy, and if it is finite and non-zero, $g$ is proportional to the potential. Away from that energy the Green's function generally has a real part, which keeps $g$ finite in the limit, and the conductance lost is then less than one quantum. That a given lattice defect reduces to such a pair $u$, $g$ is the step from this model to a real ribbon, and it is assumed.

In Lean the channels form a finite type `n`, so `n` is a set of labels and $N$ is `Fintype.card n`.

```lean
import Mathlib

open Matrix Filter Topology

namespace VacancyChannelBlocking

noncomputable section

variable {n : Type*} [Fintype n] [DecidableEq n]
```

## The scatterer and its conductance

The scatterer sees the channels through $P=uu^*$, with entries $P_{ij}=u_i\overline{u_j}$.

```lean
/-- The matrix `u u*` built from the channel amplitudes `u` of the scatterer. -/
def channelProj (u : n → ℂ) : Matrix n n ℂ := vecMulVec u (star u)
```

The transmission matrix is the identity minus a multiple of $P$. The letter $g$ is a coupling strength, not the conductance that often carries this letter.

```lean
/-- The transmission matrix `t = 1 - (ig/(1+ig)) u u*` of a point scatterer with real
coupling strength `g`. -/
def transmission (g : ℝ) (u : n → ℂ) : Matrix n n ℂ :=
  1 - (Complex.I * g / (1 + Complex.I * g)) • channelProj u
```

When $g$ grows, $ig/(1+ig)$ approaches $1$, which suggests $1-P$ for the vacancy. The code gives this matrix its own name and proves the limit later.

```lean
/-- The transmission matrix `1 - u u*` of a vacancy. -/
def vacancy (u : n → ℂ) : Matrix n n ℂ := 1 - channelProj u
```

The conductance, in units of the conductance quantum, is the Landauer trace $\operatorname{Tr}(t^*t)=\sum_{ij}|t_{ij}|^2$. It is taken as a definition, for non-interacting electrons in linear response at zero temperature, with channel amplitudes normalised to unit flux. The conductance quantum is $e^2/h$ if the two spin directions are counted as separate channels, and $2e^2/h$ if each channel stands for both. Its Lean type is complex, although its value is real.

```lean
/-- The Landauer conductance `Tr (t* t)`, in units of the conductance quantum. -/
def conductance (t : Matrix n n ℂ) : ℂ := (tᴴ * t).trace
```

## The projector onto the coupled mode

If $u^*u=1$, then $P^*=P$, and
$$P^2=u(u^*u)u^*=P,\qquad \operatorname{Tr}P=\sum_i u_i\overline{u_i}=1.$$

```lean
omit [DecidableEq n] in
/-- For a unit vector `u`, the matrix `u u*` is Hermitian, idempotent and of trace one. -/
theorem channelProj_projection {u : n → ℂ} (hu : star u ⬝ᵥ u = 1) :
    (channelProj u)ᴴ = channelProj u ∧ channelProj u * channelProj u = channelProj u ∧
      (channelProj u).trace = 1 := by
  have h : ∑ k, star (u k) * u k = 1 := hu
  refine ⟨?_, ?_, ?_⟩
  · ext i j
    simp [channelProj, vecMulVec_apply, mul_comm]
  · ext i j
    simp only [channelProj, Matrix.mul_apply, vecMulVec_apply, Pi.star_apply]
    calc ∑ k, u i * star (u k) * (u k * star (u j))
        = u i * (∑ k, star (u k) * u k) * star (u j) := by
          rw [Finset.mul_sum, Finset.sum_mul]
          exact Finset.sum_congr rfl fun k _ => by ring
      _ = u i * star (u j) := by rw [h, mul_one]
  · change ∑ i, u i * star (u i) = 1
    exact (Finset.sum_congr rfl fun k _ => mul_comm _ _).trans h
```

The hypothesis `star u ⬝ᵥ u = 1` is the normalisation $\sum_k\overline{u_k}u_k=1$. It also excludes $N=0$, where the sum is empty. The proof compares entries; in the `calc` block the inner sum is pulled out and replaced by $1$.

Since $P^2=P$, matrices of the form $1-aP$ multiply by a scalar rule:
$$(1-aP)(1-bP)=1-(a+b)P+abP^2=1-(a+b-ab)P.$$

```lean
/-- For a unit vector `u`, the product of the matrices `1 - a u u*` and `1 - b u u*` is
`1 - (a + b - ab) u u*`. -/
theorem scatterer_mul {u : n → ℂ} (hu : star u ⬝ᵥ u = 1) (a b : ℂ) :
    (1 - a • channelProj u) * (1 - b • channelProj u) =
      1 - (a + b - a * b) • channelProj u := by
  simp only [sub_mul, mul_sub, one_mul, mul_one, Matrix.smul_mul, Matrix.mul_smul,
    (channelProj_projection hu).2.1]
  module
```

After the product is expanded and $P^2$ replaced by $P$, `module` collects the coefficients.

## The transmission matrix from a scattering equation

The number $1+ig$ has real part $1$, so it is never zero.

```lean
/-- For real `g` the denominator `1 + ig` of the transmission matrix does not vanish. -/
lemma one_add_ne (g : ℝ) : (1 : ℂ) + Complex.I * g ≠ 0 := by
  intro h
  have := congrArg Complex.re h
  simp at this
```

The form of $t$ follows from a self-consistency condition. The outgoing amplitude is the incoming one plus what the scatterer emits when driven by the full amplitude:
$$t=1-ig\,Pt\quad\Longleftrightarrow\quad(1+igP)\,t=1.$$
To invert $1+igP$, put $a=ig/(1+ig)$ and apply the scalar rule to the coefficients $-ig$ and $a$:
$$-ig+a+ig\,a=-ig+a(1+ig)=0.$$
Hence $(1+igP)(1-aP)=1$, and $t=1-aP$ is the only solution.

```lean
/-- For a unit vector `u`, the scattering equation `t = 1 - ig u u* t` has the
transmission matrix of the point scatterer as its one and only solution. -/
theorem scattering_equation {u : n → ℂ} (hu : star u ⬝ᵥ u = 1) (g : ℝ)
    (t : Matrix n n ℂ) :
    t = 1 - (Complex.I * g) • (channelProj u * t) ↔ t = transmission g u := by
  -- the transmission matrix inverts `1 + ig u u*`
  have hL : (1 - (-(Complex.I * g)) • channelProj u) * transmission g u = 1 := by
    have hc := div_mul_cancel₀ (Complex.I * (g : ℂ)) (one_add_ne g)
    have h0 : -(Complex.I * g) + Complex.I * g / (1 + Complex.I * g)
        - -(Complex.I * g) * (Complex.I * g / (1 + Complex.I * g)) = 0 := by
      linear_combination hc
    rw [transmission, scatterer_mul hu, h0, zero_smul, sub_zero]
  have hR := mul_eq_one_comm.mp hL
  constructor
  · intro h
    have h1 : (1 - (-(Complex.I * g)) • channelProj u) * t = 1 := by
      rw [sub_mul, one_mul, Matrix.smul_mul, neg_smul, sub_neg_eq_add]
      exact eq_sub_iff_add_eq.mp h
    calc t = transmission g u * (1 - (-(Complex.I * g)) • channelProj u) * t := by
          rw [hR, one_mul]
      _ = transmission g u := by rw [mul_assoc, h1, mul_one]
  · rintro rfl
    rw [sub_mul, one_mul, Matrix.smul_mul, neg_smul, sub_neg_eq_add] at hL
    exact eq_sub_iff_add_eq.mpr hL
```

The theorem is an equivalence: a matrix solves the equation if and only if it is `transmission g u`. In the proof `hL` is the product just computed, and `hR` is the same product in the other order, which also equals $1$ because the matrices are square. Multiplying a solution from the left by the inverse gives uniqueness.

## Transmitted flux

For real $g$, complex conjugation turns $ig$ into $-ig$, and $P$ is Hermitian, so
$$t^*=1-\frac{-ig}{1-ig}\,P.$$

```lean
/-- For a unit vector `u`, the adjoint of the transmission matrix is obtained by
reversing the sign of `ig`. -/
theorem transmission_adjoint {u : n → ℂ} (hu : star u ⬝ᵥ u = 1) (g : ℝ) :
    (transmission g u)ᴴ =
      1 - (-(Complex.I * g) / (1 - Complex.I * g)) • channelProj u := by
  have hc : star (Complex.I * (g : ℂ) / (1 + Complex.I * g)) =
      -(Complex.I * g) / (1 - Complex.I * g) := by
    simp only [Complex.star_def, map_div₀, map_mul, map_add, map_one, Complex.conj_I,
      Complex.conj_ofReal]
    ring
  rw [transmission, conjTranspose_sub, conjTranspose_one, conjTranspose_smul,
    (channelProj_projection hu).1, hc]
```

Forgetting this conjugation is a mistake that the limit does not reveal. With $t^2$ in place of $t^*t$ the trace becomes $N-1+1/(1+ig)^2$, which also tends to $N-1$, yet at $g=1$ it equals $N-1-i/2$, which cannot be a conductance.

Now write $x=ig$ and apply the scalar rule to $t^*t$. The coefficient of $-P$ is
$$\frac{-x}{1-x}+\frac{x}{1+x}+\frac{x^2}{(1-x)(1+x)}
=\frac{-x-x^2+x-x^2+x^2}{1-x^2}=\frac{-x^2}{1-x^2}=\frac{g^2}{1+g^2},$$
so that
$$t^*t=1-\frac{g^2}{1+g^2}\,P.$$

```lean
/-- For a unit vector `u`, the transmitted flux is `t* t = 1 - (g²/(1+g²)) u u*`. -/
theorem transmitted_flux {u : n → ℂ} (hu : star u ⬝ᵥ u = 1) (g : ℝ) :
    (transmission g u)ᴴ * transmission g u =
      1 - ((g : ℂ) ^ 2 / (1 + (g : ℂ) ^ 2)) • channelProj u := by
  have key : ∀ x : ℂ, 1 + x ≠ 0 → 1 - x ≠ 0 →
      -x / (1 - x) + x / (1 + x) - -x / (1 - x) * (x / (1 + x)) =
        -x ^ 2 / ((1 - x) * (1 + x)) := by
    intro x h1 h2
    rw [div_add_div _ _ h2 h1, div_mul_div_comm, ← sub_div]
    congr 1
    ring
  have hm : (1 : ℂ) - Complex.I * g ≠ 0 := by
    intro h
    have := congrArg Complex.re h
    simp at this
  have hd : (1 : ℂ) + (g : ℂ) ^ 2 = (1 - Complex.I * g) * (1 + Complex.I * g) := by
    linear_combination (g : ℂ) ^ 2 * Complex.I_sq
  have hn : (g : ℂ) ^ 2 = -(Complex.I * g) ^ 2 := by
    linear_combination (g : ℂ) ^ 2 * Complex.I_sq
  rw [transmission_adjoint hu, transmission, scatterer_mul hu,
    key _ (one_add_ne g) hm, hd, hn]
```

The auxiliary statement `key` is this fraction identity for general $x$, while `hd` and `hn` translate $x=ig$ back into $g$ by means of $i^2=-1$. The missing flux is reflected: with the reflection matrix $r=t-1$ one finds $r^*r=\frac{g^2}{1+g^2}P$, an identity that is not formalised here.

## Conductance at finite coupling

Taking the trace, with $\operatorname{Tr}1=N$ and $\operatorname{Tr}P=1$, gives
$$\operatorname{Tr}(t^*t)=N-\frac{g^2}{1+g^2}=N-1+\frac1{1+g^2}.$$

```lean
/-- For a unit vector `u` in a system of `N` channels, the conductance of the point
scatterer is `N - 1 + 1/(1+g²)`. -/
theorem conductance_eq {u : n → ℂ} (hu : star u ⬝ᵥ u = 1) (g : ℝ) :
    conductance (transmission g u) =
      (Fintype.card n : ℂ) - 1 + 1 / (1 + (g : ℂ) ^ 2) := by
  have h : (1 : ℂ) + (g : ℂ) ^ 2 ≠ 0 := by
    have h' : (1 : ℝ) + g ^ 2 ≠ 0 := by positivity
    exact_mod_cast h'
  have hs : (g : ℂ) ^ 2 / (1 + (g : ℂ) ^ 2) = 1 - 1 / (1 + (g : ℂ) ^ 2) := by
    rw [eq_sub_iff_add_eq, ← add_div, add_comm ((g : ℂ) ^ 2) 1, div_self h]
  rw [conductance, transmitted_flux hu, trace_sub, trace_one, trace_smul,
    (channelProj_projection hu).2.2, smul_eq_mul, mul_one, hs]
  ring
```

The rewriting of the fraction is `hs`; the rest is linearity of the trace. At $g=0$ the value is $N$, as it should be without a scatterer. For $N=1$ it is $1/(1+g^2)$, the transmission probability of a single channel.

A numerical transport calculation for a system that satisfies the assumptions of the model can be checked against this formula, provided that $g$ is known independently.

## The vacancy limit

Since $1-\frac{ig}{1+ig}=\frac1{1+ig}$, the transmission matrix splits as
$$t=(1-P)+\frac{1}{1+ig}\,P.$$
For $g>0$ we have $|1+ig|\ge g$, so the last coefficient is at most $1/g$ in modulus and vanishes as $g\to+\infty$. Therefore $t\to1-P$.

```lean
omit [Fintype n] in
/-- As `g` tends to infinity, the transmission matrix of the point scatterer tends to
that of the vacancy. -/
theorem transmission_tendsto (u : n → ℂ) :
    Tendsto (fun g : ℝ => transmission g u) atTop (𝓝 (vacancy u)) := by
  -- for `g > 0` the coefficient `1/(1+ig)` is at most `1/g` in modulus, so it tends to zero
  have h0 : Tendsto (fun g : ℝ => ((1 : ℂ) + Complex.I * g)⁻¹) atTop (𝓝 0) := by
    refine squeeze_zero_norm' ?_ tendsto_inv_atTop_zero
    filter_upwards [eventually_gt_atTop (0 : ℝ)] with g hg
    have h1 := Complex.abs_im_le_norm ((1 : ℂ) + Complex.I * g)
    have h2 : ((1 : ℂ) + Complex.I * g).im = g := by simp
    rw [h2, abs_of_pos hg] at h1
    rw [norm_inv]
    exact inv_anti₀ hg h1
  have he : ∀ g : ℝ, transmission g u =
      vacancy u + ((1 : ℂ) + Complex.I * g)⁻¹ • channelProj u := by
    intro g
    have hc : Complex.I * (g : ℂ) / (1 + Complex.I * g) =
        1 - ((1 : ℂ) + Complex.I * g)⁻¹ := by
      rw [div_eq_iff (one_add_ne g), sub_mul, inv_mul_cancel₀ (one_add_ne g)]
      ring
    rw [transmission, vacancy, hc]
    module
  have h := (tendsto_const_nhds (x := vacancy u)).add (h0.smul_const (channelProj u))
  rw [zero_smul, add_zero] at h
  exact h.congr fun g => (he g).symm
```

Convergence of matrices means convergence of every entry. The splitting is `he`, and the bound is the squeeze argument in `h0`. Normalisation of $u$ plays no part in this step.

The conductance is a continuous function of the matrix entries, so its limit is its value at $1-P$. As $(1-P)^*(1-P)=1-P$, this value is
$$\operatorname{Tr}(1-P)=N-1.$$

```lean
/-- For a unit vector `u` in a system of `N` channels, the conductance of the point
scatterer tends to `N - 1` as `g` tends to infinity. -/
theorem conductance_tendsto {u : n → ℂ} (hu : star u ⬝ᵥ u = 1) :
    Tendsto (fun g : ℝ => conductance (transmission g u)) atTop
      (𝓝 ((Fintype.card n : ℂ) - 1)) := by
  obtain ⟨hH, hP, hT⟩ := channelProj_projection hu
  have hv : conductance (vacancy u) = (Fintype.card n : ℂ) - 1 := by
    have e : (1 - channelProj u) * (1 - channelProj u) = 1 - channelProj u := by
      rw [sub_mul, one_mul, mul_sub, mul_one, hP, sub_self, sub_zero]
    rw [conductance, vacancy, conjTranspose_sub, conjTranspose_one, hH, e, trace_sub,
      trace_one, hT]
  have hc : Continuous (fun t : Matrix n n ℂ => conductance t) :=
    (continuous_id.matrix_conjTranspose.matrix_mul continuous_id).matrix_trace
  rw [← hv]
  exact (hc.tendsto (vacancy u)).comp (transmission_tendsto u)
```

Here `hv` computes the conductance of the vacancy matrix and `hc` is the continuity. The last line composes it with the matrix limit.

## Which states are blocked

For $N\ge2$, a trace of $N-1$ alone does not say that one channel is closed and the others are open, since the loss could be spread over several channels. The action of $1-P$ on a state $v$ settles this. From $Pv=(u^*v)\,u$,
$$(1-P)v=v-(u^*v)\,u.$$
This is zero exactly when $v=(u^*v)u$. Such a $v$ is a multiple of $u$; conversely, $v=cu$ has $u^*v=c$ and satisfies the equation. Likewise $(1-P)v=v$ exactly when $(u^*v)u=0$, and multiplying by $u^*$ from the left turns this into $u^*v=0$.

```lean
/-- For a unit vector `u`, the vacancy blocks exactly the multiples of `u` and transmits
unchanged exactly the states orthogonal to `u`. -/
theorem vacancy_blocks_one_channel {u : n → ℂ} (hu : star u ⬝ᵥ u = 1) (v : n → ℂ) :
    (vacancy u *ᵥ v = 0 ↔ ∃ c : ℂ, v = c • u) ∧
      (vacancy u *ᵥ v = v ↔ star u ⬝ᵥ v = 0) := by
  have hP : ∀ w : n → ℂ, channelProj u *ᵥ w = (star u ⬝ᵥ w) • u := by
    intro w
    ext i
    change ∑ k, u i * star (u k) * w k = (∑ k, star (u k) * w k) * u i
    rw [Finset.sum_mul]
    exact Finset.sum_congr rfl fun k _ => by ring
  rw [vacancy, sub_mulVec, one_mulVec, hP]
  constructor
  · rw [sub_eq_zero]
    constructor
    · exact fun h => ⟨_, h⟩
    · rintro ⟨c, rfl⟩
      rw [dotProduct_smul, hu, smul_eq_mul, mul_one]
  · constructor
    · intro h
      have h1 : (star u ⬝ᵥ v) • u = 0 := sub_eq_self.mp h
      -- project on `u` to read off the amplitude
      have h2 : star u ⬝ᵥ ((star u ⬝ᵥ v) • u) = 0 := by rw [h1, dotProduct_zero]
      rwa [dotProduct_smul, hu, smul_eq_mul, mul_one] at h2
    · intro h
      rw [h, zero_smul, sub_zero]

end

end VacancyChannelBlocking
```

The two equivalences give the precise meaning of "blocks exactly one channel". The blocked channel is the combination $u$, which need not be one of the original labels in `n`. In the proof `hP` is the formula for $Pv$, and `h2` is the multiplication by $u^*$.

## Two channels with numbers

Take $N=2$, $u=(1,i)/\sqrt2$ and $g=1$. Then $\frac{ig}{1+ig}=\frac{1+i}2$ and
$$P=\frac12\begin{pmatrix}1&-i\\ i&1\end{pmatrix},\qquad
t=\frac14\begin{pmatrix}3-i&-1+i\\ 1-i&3-i\end{pmatrix}.$$
The squared moduli of the entries of $t$ add up to $(10+2+2+10)/16=3/2$, in agreement with $2-1+\frac12$.

For the vacancy,
$$1-P=\frac12\begin{pmatrix}1&i\\-i&1\end{pmatrix},$$
whose squared moduli add up to $1=N-1$. It sends $(1,i)$ to zero and leaves $(1,-i)$ unchanged. Both original channels still carry current, and the blocked state is a superposition of them.

```lean
#print axioms VacancyChannelBlocking.scattering_equation
#print axioms VacancyChannelBlocking.conductance_eq
#print axioms VacancyChannelBlocking.conductance_tendsto
#print axioms VacancyChannelBlocking.vacancy_blocks_one_channel
```

```
'VacancyChannelBlocking.scattering_equation' depends on axioms: [propext, Classical.choice, Quot.sound]
'VacancyChannelBlocking.conductance_eq' depends on axioms: [propext, Classical.choice, Quot.sound]
'VacancyChannelBlocking.conductance_tendsto' depends on axioms: [propext, Classical.choice, Quot.sound]
'VacancyChannelBlocking.vacancy_blocks_one_channel' depends on axioms: [propext, Classical.choice, Quot.sound]
```
